# Raising a positive diagonal shift shortens every nonzero stochastic reconfiguration step and preserves descent

Let \(S\) be a real square matrix with \(v\cdot Sv\ge 0\) for every vector \(v\), let \(g\neq 0\), and let \(x(l)=(S+lI)^{-1}g\). For every \(l>0\) we have \(g\cdot x(l)>0\), and the Euclidean length \(|x(l)|\) strictly decreases as \(l\) grows. Stochastic reconfiguration is a method for optimising wave functions in variational Monte Carlo. In its version with a uniform diagonal shift \(l\), \(g\) is the energy gradient and the parameters move along \(-x(l)\), so for fixed \(S\) and \(g\) a larger shift gives a shorter step that is still a descent direction.

## Vectors and lengths

```lean
import Mathlib

open Matrix Topology

namespace StochasticReconfigurationShift

noncomputable section

variable {n : Type*} [Fintype n]
```

The finite type `n` labels the variational parameters. A real vector is a function `n → ℝ`.

```lean
/-- The Euclidean length of a vector of variational parameters. -/
def len (v : n → ℝ) : ℝ := Real.sqrt (v ⬝ᵥ v)
```

The symbol `⬝ᵥ` is the dot product, so `len v` is \(|v|=\sqrt{v\cdot v}\).

```lean
theorem dot_self_nonneg (v : n → ℝ) : 0 ≤ v ⬝ᵥ v :=
  Finset.sum_nonneg fun i _ => mul_self_nonneg (v i)
```

A sum of squares is nonnegative: \(v\cdot v\ge 0\).

```lean
theorem dot_self_pos {v : n → ℝ} (hv : v ≠ 0) : 0 < v ⬝ᵥ v :=
  lt_of_le_of_ne (dot_self_nonneg v) fun h => hv (dotProduct_self_eq_zero.mp h.symm)
```

If \(v\neq0\), then \(v\cdot v>0\), since only the zero vector has zero length.

## The shifted linear equations

```lean
variable [DecidableEq n]

/-- The reconfiguration step `(S + l I)⁻¹ g` with diagonal shift `l`, for `S + l I` invertible.
The parameters are moved along its negative. -/
def srStep (S : Matrix n n ℝ) (g : n → ℝ) (l : ℝ) : n → ℝ :=
  (S + l • (1 : Matrix n n ℝ))⁻¹ *ᵥ g
```

`srStep S g l` is \(x(l)\), and `*ᵥ` applies a matrix to a vector.

```lean
variable {S : Matrix n n ℝ} {g : n → ℝ} {l m : ℝ}

/-- If the quadratic form of `S` is nonnegative and the shift is positive, the step solves the
shifted linear equations `S x + l x = g`. -/
theorem srStep_solves (hS : ∀ v, 0 ≤ v ⬝ᵥ (S *ᵥ v)) (g : n → ℝ) (hl : 0 < l) :
    S *ᵥ srStep S g l + l • srStep S g l = g := by
  -- a null vector of the shifted matrix would have nonpositive length
  have hdet : (S + l • (1 : Matrix n n ℝ)).det ≠ 0 := by
    intro h0
    obtain ⟨v, hv, h⟩ := Matrix.exists_mulVec_eq_zero_iff.mpr h0
    rw [Matrix.add_mulVec, Matrix.smul_mulVec, Matrix.one_mulVec] at h
    have k := congrArg (fun w => v ⬝ᵥ w) h
    simp only [dotProduct_add, dotProduct_smul, smul_eq_mul, dotProduct_zero] at k
    have := mul_pos hl (dot_self_pos hv)
    linarith [hS v]
  have h : (S + l • (1 : Matrix n n ℝ)) *ᵥ srStep S g l = g := by
    rw [srStep, Matrix.mulVec_mulVec, Matrix.mul_nonsing_inv _ (isUnit_iff_ne_zero.mpr hdet),
      Matrix.one_mulVec]
  rwa [Matrix.add_mulVec, Matrix.smul_mulVec, Matrix.one_mulVec] at h
```

The hypothesis `hS` says \(v\cdot Sv\ge0\) for all \(v\). For real wave functions and parameters, \(S\) is the covariance matrix of the logarithmic derivatives of the wave function, and \(v\cdot Sv\) is the variance of their combination along \(v\).

The lemma says that \(x=x(l)\) solves \(Sx+lx=g\). If \(S+lI\) were singular, some \(v\neq0\) would satisfy \(Sv+lv=0\). Pairing with \(v\) gives \(v\cdot Sv+l|v|^2=0\), which is impossible because the second term is positive. This is the determinant argument `hdet`; the inverse then cancels.

## Descent and shortening

```lean
/-- For a nonzero gradient, a nonnegative quadratic form of `S` and a positive shift, the step
has positive overlap with the gradient. -/
theorem gradient_overlap_pos (hS : ∀ v, 0 ≤ v ⬝ᵥ (S *ᵥ v)) (hg : g ≠ 0) (hl : 0 < l) :
    0 < g ⬝ᵥ srStep S g l := by
  have e := srStep_solves hS g hl
  obtain ⟨x, hx⟩ : ∃ x, x = srStep S g l := ⟨_, rfl⟩
  rw [← hx] at e ⊢
  have hx0 : x ≠ 0 := by
    intro h
    apply hg
    rw [← e, h, Matrix.mulVec_zero, smul_zero, add_zero]
  have k : g ⬝ᵥ x = x ⬝ᵥ (S *ᵥ x) + l * (x ⬝ᵥ x) := by
    rw [← e, add_dotProduct, smul_dotProduct, smul_eq_mul, dotProduct_comm (S *ᵥ x) x]
  have := mul_pos hl (dot_self_pos hx0)
  linarith [hS x]
```

Here \(x\neq0\), since otherwise \(g=Sx+lx=0\). Pairing the equation with \(x\) gives

\[
g\cdot x=x\cdot Sx+l|x|^2>0 .
\]

This is the identity `k`. The `obtain` line gives the step the short name `x`.

```lean
/-- For a nonzero gradient, a nonnegative quadratic form of `S` and shifts `0 < l < m`, the
change of the step from shift `m` to shift `l` has positive overlap with the step at `m`. -/
theorem step_change_overlap_pos (hS : ∀ v, 0 ≤ v ⬝ᵥ (S *ᵥ v)) (hg : g ≠ 0)
    (hl : 0 < l) (hlm : l < m) :
    0 < (srStep S g l - srStep S g m) ⬝ᵥ srStep S g m := by
  have e1 := srStep_solves hS g hl
  have e2 := srStep_solves hS g (hl.trans hlm)
  obtain ⟨x, hx⟩ : ∃ x, x = srStep S g l := ⟨_, rfl⟩
  obtain ⟨y, hy⟩ : ∃ y, y = srStep S g m := ⟨_, rfl⟩
  rw [← hx] at e1 ⊢
  rw [← hy] at e2 ⊢
  have hml : 0 < m - l := sub_pos.mpr hlm
  -- subtract the two linear systems
  have hd : S *ᵥ (x - y) + l • (x - y) = (m - l) • y := by
    rw [Matrix.mulVec_sub]
    linear_combination (norm := module) e1 - e2
  have hd0 : x - y ≠ 0 := by
    intro h
    rw [h, Matrix.mulVec_zero, smul_zero, add_zero] at hd
    have hy0 : y = 0 := (smul_eq_zero.mp hd.symm).resolve_left hml.ne'
    apply hg
    rw [← e2, hy0, Matrix.mulVec_zero, smul_zero, add_zero]
  -- pair the difference equation with the change of the step
  have k := congrArg (fun w => (x - y) ⬝ᵥ w) hd
  simp only [dotProduct_add, dotProduct_smul, smul_eq_mul] at k
  have hp := mul_pos hl (dot_self_pos hd0)
  have hq : 0 < (m - l) * ((x - y) ⬝ᵥ y) := by linarith [hS (x - y)]
  exact (mul_pos_iff_of_pos_left hml).mp hq
```

Let \(0<l<m\), \(x=x(l)\), \(y=x(m)\) and \(d=x-y\). Subtracting \(Sy+my=g\) from \(Sx+lx=g\) gives

\[
Sd+ld=(m-l)y .
\]

If \(d=0\), then \(y=0\) and hence \(g=0\), a contradiction. Pairing with \(d\) gives

\[
(m-l)\,d\cdot y=d\cdot Sd+l|d|^2>0,
\]

so \(d\cdot y>0\).

The subtraction is done by `linear_combination (norm := module) e1 - e2`. It tells Lean to subtract equation `e2` from `e1` and check that the goal differs from the result only by vector-space algebra. The normaliser `module` handles sums and scalar multiples of vectors but treats `S *ᵥ x` as an opaque vector, so `Matrix.mulVec_sub` first expands \(S(x-y)\) into \(Sx-Sy\).

```lean
/-- For a nonzero gradient and a matrix `S` with nonnegative quadratic form, the step has
positive overlap with the gradient at every positive shift, and its length strictly decreases
as the shift grows. -/
theorem larger_shift_shortens_descent_step (hS : ∀ v, 0 ≤ v ⬝ᵥ (S *ᵥ v)) (hg : g ≠ 0) :
    (∀ l : ℝ, 0 < l → 0 < g ⬝ᵥ srStep S g l) ∧
      StrictAntiOn (fun l : ℝ => len (srStep S g l)) (Set.Ioi 0) := by
  refine ⟨fun l hl => gradient_overlap_pos hS hg hl, ?_⟩
  intro l hl m _ hlm
  change len (srStep S g m) < len (srStep S g l)
  have ov := step_change_overlap_pos hS hg hl hlm
  obtain ⟨x, hx⟩ : ∃ x, x = srStep S g l := ⟨_, rfl⟩
  obtain ⟨y, hy⟩ : ∃ y, y = srStep S g m := ⟨_, rfl⟩
  rw [← hx, ← hy] at ov ⊢
  have k : x ⬝ᵥ x = y ⬝ᵥ y + 2 * ((x - y) ⬝ᵥ y) + (x - y) ⬝ᵥ (x - y) := by
    simp only [sub_dotProduct, dotProduct_sub]
    rw [dotProduct_comm y x]
    ring
  exact Real.sqrt_lt_sqrt (dot_self_nonneg y) (by linarith [dot_self_nonneg (x - y)])
```

This is the main theorem. `StrictAntiOn … (Set.Ioi 0)` means strictly decreasing on \((0,\infty)\). With the same \(x,y,d\),

\[
|x|^2=|y|^2+2\,d\cdot y+|d|^2>|y|^2,
\]

and taking square roots finishes the proof.

The statement could also have used Mathlib's `Matrix.PosSemidef` and `EuclideanSpace`. The length would then be the library norm, whereas on plain `n → ℝ` that norm is the largest absolute component. But `PosSemidef` includes symmetry, which this theorem does not need.

## Energy, step bound and first-order decrease

```lean
/-- Let the energy `E` be differentiable at `θ` with nonzero gradient `g`, and let `S` have a
nonnegative quadratic form. At any positive shift, every sufficiently short move against the
reconfiguration step lowers the energy. -/
theorem energy_decreases {E : (n → ℝ) → ℝ} {E' : (n → ℝ) →L[ℝ] ℝ} {θ : n → ℝ}
    (hE : HasFDerivAt E E' θ) (hgrad : ∀ v, E' v = g ⬝ᵥ v)
    (hS : ∀ v, 0 ≤ v ⬝ᵥ (S *ᵥ v)) (hg : g ≠ 0) (hl : 0 < l) :
    ∀ᶠ t in 𝓝[>] (0 : ℝ), E (θ - t • srStep S g l) < E θ := by
  have pos := gradient_overlap_pos hS hg hl
  have hline : HasDerivAt (fun t : ℝ => θ - t • srStep S g l) (-srStep S g l) 0 := by
    have h := ((hasDerivAt_id' (0 : ℝ)).smul_const (srStep S g l)).const_sub θ
    rw [one_smul] at h
    exact h
  have hE0 : HasFDerivAt E E' (θ - (0 : ℝ) • srStep S g l) := by
    rw [zero_smul, sub_zero]
    exact hE
  have hc := hE0.comp_hasDerivAt (0 : ℝ) hline
  have neg : E' (-srStep S g l) < 0 := by
    rw [hgrad, dotProduct_neg]
    linarith
  -- a negative derivative makes the difference quotient negative near zero
  have ev := (hasDerivAt_iff_tendsto_slope.mp hc).eventually_lt_const neg
  have sub : Set.Ioi (0 : ℝ) ⊆ {0}ᶜ := by
    intro t ht
    simp only [Set.mem_Ioi, Set.mem_compl_iff, Set.mem_singleton_iff] at ht ⊢
    exact ht.ne'
  filter_upwards [ev.filter_mono (nhdsWithin_mono 0 sub), self_mem_nhdsWithin] with t ht htp
  have htp' : 0 < t := htp
  rw [slope_def_field, sub_zero, div_lt_iff₀ htp', zero_mul] at ht
  simp only [Function.comp_apply, zero_smul, sub_zero] at ht
  linarith
```

Now \(E\) is differentiable at \(\theta\), and `hgrad` identifies \(g\) as its exact gradient there. The function \(\varphi(t)=E(\theta-t\,x(l))\) has \(\varphi'(0)=-g\cdot x(l)<0\), so \((\varphi(t)-\varphi(0))/t<0\) for small \(t>0\). The notation `∀ᶠ t in 𝓝[>] (0 : ℝ)` means "for all sufficiently small positive \(t\)". No size for \(t\) is given, so a preset learning rate may still overshoot, and a gradient estimated by sampling does not satisfy `hgrad` in general.

```lean
/-- If `S` has a nonnegative quadratic form and the shift `l` is positive, the step is at most
as long as the gradient divided by `l`. -/
theorem step_length_le (hS : ∀ v, 0 ≤ v ⬝ᵥ (S *ᵥ v)) (g : n → ℝ) (hl : 0 < l) :
    len (srStep S g l) ≤ len g / l := by
  have e := srStep_solves hS g hl
  obtain ⟨x, hx⟩ : ∃ x, x = srStep S g l := ⟨_, rfl⟩
  rw [← hx] at e ⊢
  have k : g ⬝ᵥ g = (S *ᵥ x) ⬝ᵥ (S *ᵥ x) + 2 * (l * (x ⬝ᵥ (S *ᵥ x))) + (x ⬝ᵥ x) * l ^ 2 := by
    rw [← e]
    simp only [add_dotProduct, dotProduct_add, smul_dotProduct, dotProduct_smul, smul_eq_mul]
    rw [dotProduct_comm (S *ᵥ x) x]
    ring
  rw [le_div_iff₀ hl]
  unfold len
  apply Real.le_sqrt_of_sq_le
  rw [mul_pow, Real.sq_sqrt (dot_self_nonneg x), k]
  linarith [mul_nonneg hl.le (hS x), dot_self_nonneg (S *ᵥ x)]
```

Squaring \(g=Sx+lx\) gives

\[
|g|^2=|Sx|^2+2l\,x\cdot Sx+l^2|x|^2\ge l^2|x|^2,
\]

hence \(|x(l)|\le|g|/l\). This holds for \(g=0\) too.

```lean
/-- If `S` is symmetric with nonnegative quadratic form and the gradient is nonzero, the overlap
of gradient and step strictly decreases as the positive shift grows. -/
theorem gradient_overlap_strictAnti (hsym : S.IsSymm) (hS : ∀ v, 0 ≤ v ⬝ᵥ (S *ᵥ v))
    (hg : g ≠ 0) : StrictAntiOn (fun l : ℝ => g ⬝ᵥ srStep S g l) (Set.Ioi 0) := by
  intro l hl m hm hlm
  change g ⬝ᵥ srStep S g m < g ⬝ᵥ srStep S g l
  have ov := step_change_overlap_pos hS hg hl hlm
  have e1 := srStep_solves hS g hl
  have e2 := srStep_solves hS g hm
  obtain ⟨x, hx⟩ : ∃ x, x = srStep S g l := ⟨_, rfl⟩
  obtain ⟨y, hy⟩ : ∃ y, y = srStep S g m := ⟨_, rfl⟩
  rw [← hx, ← hy] at ov ⊢
  rw [← hx] at e1
  rw [← hy] at e2
  have hs : (S *ᵥ y) ⬝ᵥ x = (S *ᵥ x) ⬝ᵥ y := by
    rw [dotProduct_comm (S *ᵥ y) x, Matrix.dotProduct_mulVec, ← Matrix.mulVec_transpose, hsym.eq]
  have k1 : g ⬝ᵥ x = (S *ᵥ y) ⬝ᵥ x + m * (y ⬝ᵥ x) := by
    rw [← e2, add_dotProduct, smul_dotProduct, smul_eq_mul]
  have k2 : g ⬝ᵥ y = (S *ᵥ x) ⬝ᵥ y + l * (x ⬝ᵥ y) := by
    rw [← e1, add_dotProduct, smul_dotProduct, smul_eq_mul]
  -- the two overlaps differ by (m - l) times the overlap of the two steps
  rw [sub_dotProduct] at ov
  have hxy : 0 < x ⬝ᵥ y := by linarith [dot_self_nonneg y]
  have hp := mul_pos (sub_pos.mpr hlm) hxy
  rw [dotProduct_comm y x] at k1
  linarith

end

end StochasticReconfigurationShift
```

Here \(S\) must also be symmetric (`hsym`). Pair \(g=Sy+my\) with \(x\), and \(g=Sx+lx\) with \(y\). Symmetry makes the \(S\) terms equal, so

\[
g\cdot x-g\cdot y=(m-l)\,x\cdot y .
\]

Since \(x\cdot y=d\cdot y+|y|^2>0\), the overlap \(g\cdot x(l)\) strictly decreases with the shift. For a move \(-t\,x(l)\) with fixed \(t>0\), the first-order decrease of the energy, \(t\,g\cdot x(l)\), therefore shrinks as well.

```lean
#print axioms StochasticReconfigurationShift.larger_shift_shortens_descent_step
-- 'StochasticReconfigurationShift.larger_shift_shortens_descent_step' depends on axioms: [propext, Classical.choice, Quot.sound]
#print axioms StochasticReconfigurationShift.energy_decreases
-- 'StochasticReconfigurationShift.energy_decreases' depends on axioms: [propext, Classical.choice, Quot.sound]
#print axioms StochasticReconfigurationShift.step_length_le
-- 'StochasticReconfigurationShift.step_length_le' depends on axioms: [propext, Classical.choice, Quot.sound]
#print axioms StochasticReconfigurationShift.gradient_overlap_strictAnti
-- 'StochasticReconfigurationShift.gradient_overlap_strictAnti' depends on axioms: [propext, Classical.choice, Quot.sound]
```
